# An impurity's neighbour relaxes three quarters of the bond mismatch in a tetrahedral model with equal springs

Put an impurity into a diamond-structure crystal and leave every atom on its ideal site. Each impurity bond then has the host's length instead of its own, and a harmonic bond of stiffness \(k\) and length mismatch \(d\) stores \(kd^2/2\). Let the neighbour at the end of that bond move while the atoms around it stay fixed, and let its three other bonds be springs of the same stiffness that resist stretching only. For a mismatch small compared with the bond length, the energy of these four bonds then drops to \(kd^2/8\), a quarter of the unrelaxed value. Strain energy of this kind contributes to the mixing enthalpy of semiconductor alloys; the model here supplies it for one movable atom with bond stretching only.

## The relaxed position, derived by hand

Let the neighbour sit in \(N\) dimensions with \(N+1\) bonds. The unit vectors \(n_0,\dots,n_N\) point along the bonds towards it, and \(\langle n_i,n_j\rangle=-1/N\) for \(i\neq j\). This is a chain for \(N=1\), a honeycomb for \(N=2\) and the tetrahedral arrangement for \(N=3\). A displacement \(u\) of the neighbour lengthens bond \(i\) by \(\langle u,n_i\rangle\) to first order. Bond 0 leads to the impurity; it has stiffness \(\kappa>0\), and its natural length exceeds the host's by \(d\), which may be negative. The other bonds have stiffness \(k>0\). The energy is

\[
E(u)=\frac{\kappa}{2}\bigl(\langle u,n_0\rangle-d\bigr)^2+\frac{k}{2}\sum_{j=1}^{N}\langle u,n_j\rangle^2 .
\]

The claim is that \(E\) has the unique minimiser \(u=f\,d\,n_0\) with \(f=N\kappa/(N\kappa+k)\). For \(N=3\) and \(\kappa=k\) this gives \(f=3/4\).

**Overlaps.** For any coefficients \(g_0,\dots,g_N\), the inner products give

\[
N\Bigl\langle\sum_j g_jn_j,\,n_i\Bigr\rangle=Ng_i-\sum_{j\ne i}g_j=(N+1)g_i-\sum_j g_j. \tag{1}
\]

**The bonds span the space.** Suppose \(\sum_{j=1}^N g_jn_j=0\), and set \(g_0=0\). Equation (1) with \(i=0\) gives \(\sum_j g_j=0\), and with \(i\ge1\) it then gives \(g_i=0\). So \(n_1,\dots,n_N\) are \(N\) independent vectors in \(N\) dimensions, and they span. A vector orthogonal to every bond is therefore orthogonal to itself, hence zero.

**Sum of squared projections.** With all \(g_j=1\), the right side of (1) vanishes for every \(i\), so \(\sum_j n_j=0\). Now take \(g_j=\langle u,n_j\rangle\). These coefficients sum to \(\langle u,\sum_j n_j\rangle=0\), and (1) says that \(N\sum_j\langle u,n_j\rangle n_j-(N+1)u\) is orthogonal to every bond. It is therefore zero, and its inner product with \(u\) gives

\[
N\sum_{j=0}^{N}\langle u,n_j\rangle^2=(N+1)\|u\|^2. \tag{2}
\]

**Completing the square.** Write \(s=\langle u,n_0\rangle\) and \(t^2=\|u\|^2-s^2\ge0\) for the longitudinal and transverse parts of \(u\). By (2),

\[
\sum_{j=1}^N\langle u,n_j\rangle^2=\frac{N+1}{N}(s^2+t^2)-s^2=\frac{s^2}{N}+\frac{N+1}{N}t^2 .
\]

Hence

\[
\begin{aligned}
E&=\frac{N\kappa+k}{2N}s^2-\kappa ds+\frac{\kappa d^2}{2}+\frac{k(N+1)}{2N}t^2\\
&=\frac{k\kappa d^2}{2(N\kappa+k)}+\frac{k(N+1)}{2N}t^2+\frac{N\kappa+k}{2N}(s-fd)^2 .
\end{aligned}
\]

Both quadratic terms have positive coefficients. They vanish together only for \(t=0\) and \(s=fd\), that is, for \(u=f\,d\,n_0\). The first term is the energy that remains.

**A numerical instance.** Take \(N=3\), \(\kappa=k=10\) and \(d=0.2\) in consistent units. The neighbour moves by \(0.15\) along \(n_0\). The impurity bond is still \(0.05\) short of its natural length and stores \(5\times0.05^2=0.0125\). Each of the other three bonds is compressed by \(0.15/3=0.05\), and together they store \(0.0375\). The total is \(0.05\), against \(5\times0.2^2=0.2\) without relaxation.

**Several mismatched bonds.** Let all bonds have stiffness \(k\), and give bond \(i\) its own mismatch \(d_i\). By (2) the energy is

\[
\frac{k}{2}\Bigl[\frac{N+1}{N}\|u\|^2-2\Bigl\langle u,\sum_i d_in_i\Bigr\rangle+\sum_i d_i^2\Bigr],
\]

and completing the square gives the minimiser \(u=\frac{N}{N+1}\sum_i d_in_i\). This extension is derived by hand only; the Lean development below treats a single mismatched bond.

## Bond stars and their energy in Lean

```lean
import Mathlib

open Finset

namespace ImpurityBondRelaxation

noncomputable section
```

Displacements and bond directions are vectors of `EuclideanSpace ℝ (Fin N)`. The predicate `IsBondStar` records the geometry, with the condition on the inner products multiplied through by \(N\).

```lean
/-- The `N + 1` bond directions of an atom in `N` dimensions: unit vectors whose pairwise
inner products are all `-1/N`. -/
def IsBondStar {N : ℕ} (n : Fin (N + 1) → EuclideanSpace ℝ (Fin N)) : Prop :=
  (∀ i, ‖n i‖ = 1) ∧ ∀ i j, i ≠ j → (N : ℝ) * inner ℝ (n i) (n j) = -1
```

The function `bondEnergy` is \(E(u)\). Its sum runs over `j : Fin N`, which starts at zero, and `n j.succ` shifts the index so that exactly the bonds \(1,\dots,N\) are counted.

```lean
/-- Harmonic energy of an impurity's neighbour displaced by `u`: bond `0`, of stiffness `κ`,
leads to the impurity and has length mismatch `d`; the other bonds have stiffness `k`. -/
def bondEnergy {N : ℕ} (κ k d : ℝ) (n : Fin (N + 1) → EuclideanSpace ℝ (Fin N))
    (u : EuclideanSpace ℝ (Fin N)) : ℝ :=
  κ / 2 * (inner ℝ u (n 0) - d) ^ 2 + k / 2 * ∑ j : Fin N, (inner ℝ u (n j.succ)) ^ 2
```

The stiffnesses are postulated; they stand for the curvature of each bond's energy at its natural length. The far ends of all bonds are held fixed, including the impurity. Bond bending, anharmonic terms and the relaxation of more distant shells are absent.

The fraction \(f\) gets its own name.

```lean
/-- The fraction `Nκ/(Nκ + k)` of the mismatch; Lean's division gives it the value `0` if
`Nκ + k = 0`. -/
def relaxedFraction (N : ℕ) (κ k : ℝ) : ℝ := N * κ / (N * κ + k)
```

## From inner products to the sum of squares

The first lemma is equation (1). Its auxiliary statement `e` evaluates one term of the sum, separating \(j=i\) from \(j\ne i\).

```lean
variable {N : ℕ} {n : Fin (N + 1) → EuclideanSpace ℝ (Fin N)}

/-- `N` times the overlap of a combination of bond-star directions with one of them, in terms of the
coefficients of the combination. -/
theorem inner_combination (h : IsBondStar n) (g : Fin (N + 1) → ℝ) (i : Fin (N + 1)) :
    (N : ℝ) * inner ℝ (∑ j, g j • n j) (n i) = (N + 1) * g i - ∑ j, g j := by
  have e : ∀ j, (N : ℝ) * (g j * inner ℝ (n j) (n i))
      = (if j = i then ((N : ℝ) + 1) * g j else 0) - g j := by
    intro j
    by_cases hji : j = i
    · subst hji
      rw [if_pos rfl, real_inner_self_eq_norm_sq, h.1]
      ring
    · rw [if_neg hji]
      linear_combination g j * h.2 j i hji
  rw [sum_inner, Finset.mul_sum]
  simp only [real_inner_smul_left, e, Finset.sum_sub_distrib, Finset.sum_ite_eq',
    Finset.mem_univ, if_true]
```

The next lemma shows that a displacement orthogonal to all bonds vanishes. The coefficient list `G` is `g` with a zero put in front for bond 0, as in the derivation. Independence and the dimension count give the span; `w` is then expanded in the bonds, which yields \(\langle w,w\rangle=0\).

```lean
/-- A displacement that changes the length of no bond of a bond star to first order is zero. -/
theorem eq_zero_of_no_stretch (h : IsBondStar n) (w : EuclideanSpace ℝ (Fin N))
    (hw : ∀ j, inner ℝ w (n j) = 0) : w = 0 := by
  -- all bonds but bond 0 are linearly independent, hence span the space
  have li : LinearIndependent ℝ (fun j : Fin N => n j.succ) := by
    rw [Fintype.linearIndependent_iff]
    intro g hg i
    let G : Fin (N + 1) → ℝ := Fin.cons 0 g
    have hG : ∑ j, G j • n j = 0 := by
      rw [Fin.sum_univ_succ]
      simpa [G] using hg
    have h0 := inner_combination h G 0
    have hi := inner_combination h G i.succ
    rw [hG, inner_zero_left, mul_zero] at h0 hi
    have g0 : G 0 = 0 := rfl
    have gi : G i.succ = g i := rfl
    rw [g0] at h0
    rw [gi] at hi
    have hz : ((N : ℝ) + 1) * g i = 0 := by linarith
    exact (mul_eq_zero.mp hz).resolve_left (by positivity)
  have hspan := li.span_eq_top_of_card_eq_finrank' (by simp)
  have hmem : w ∈ Submodule.span ℝ (Set.range (fun j : Fin N => n j.succ)) := by
    rw [hspan]
    exact Submodule.mem_top
  obtain ⟨c, hc⟩ := (Submodule.mem_span_range_iff_exists_fun ℝ).mp hmem
  have hww : inner ℝ w w = 0 := by
    calc inner ℝ w w = inner ℝ w (∑ j, c j • n j.succ) := by rw [hc]
      _ = 0 := by
        rw [inner_sum]
        exact Finset.sum_eq_zero fun j _ => by rw [real_inner_smul_right, hw, mul_zero]
  exact inner_self_eq_zero.mp hww
```

Division by \(N\) needs \(N\neq0\). In zero dimensions the only vector has length zero, so there is no unit bond direction.

```lean
/-- A bond star exists only in dimension at least one. -/
theorem dim_ne_zero (h : IsBondStar n) : (N : ℝ) ≠ 0 := by
  intro hN
  have hN' : N = 0 := by exact_mod_cast hN
  subst hN'
  have h1 := h.1 0
  rw [EuclideanSpace.norm_eq] at h1
  simp at h1
```

Equation (2) follows in the same order as by hand: `closed` is \(\sum_j n_j=0\), `hs` says that the projections sum to zero, and `hw` resolves \(u\) along the bonds. Taking the inner product of `hw` with \(u\) finishes the proof.

```lean
/-- The squared projections of a displacement on the bonds of a bond star add up to `(N + 1)/N`
times its squared length, whatever its direction. -/
theorem sum_sq_projections (h : IsBondStar n) (u : EuclideanSpace ℝ (Fin N)) :
    (N : ℝ) * ∑ j, (inner ℝ u (n j)) ^ 2 = (N + 1) * ‖u‖ ^ 2 := by
  -- the bond directions add up to zero
  have closed : ∑ j, n j = 0 := by
    refine eq_zero_of_no_stretch h _ fun i => ?_
    have hi := inner_combination h (fun _ => 1) i
    simp only [one_smul, Finset.sum_const, Finset.card_univ, Fintype.card_fin,
      nsmul_eq_mul, Nat.cast_add, Nat.cast_one, mul_one, sub_self] at hi
    exact (mul_eq_zero.mp hi).resolve_left (dim_ne_zero h)
  have hs : ∑ j, inner ℝ u (n j) = 0 := by
    rw [← inner_sum, closed, inner_zero_right]
  -- resolve the displacement along the bonds, then project on the displacement
  have hw : (N : ℝ) • (∑ j, (inner ℝ u (n j) : ℝ) • n j) - ((N : ℝ) + 1) • u = 0 := by
    refine eq_zero_of_no_stretch h _ fun i => ?_
    rw [inner_sub_left, real_inner_smul_left, real_inner_smul_left,
      inner_combination h (fun j => inner ℝ u (n j)) i, hs]
    ring
  have hu := congrArg (fun v => (inner ℝ v u : ℝ)) hw
  have e : ∀ j, (inner ℝ u (n j) : ℝ) * inner ℝ (n j) u = (inner ℝ u (n j)) ^ 2 := by
    intro j
    rw [real_inner_comm u (n j)]
    ring
  simp only [inner_sub_left, real_inner_smul_left, sum_inner, inner_zero_left,
    real_inner_self_eq_norm_sq, e] at hu
  linarith
```

## The split energy and its strict minimum

The completed square is stated in terms of \(v=u-f\,d\,n_0\), the displacement measured from the relaxed position. Since the shift is along \(n_0\), the transverse part \(\|v\|^2-\langle v,n_0\rangle^2\) equals \(t^2\), and \(\langle v,n_0\rangle=s-fd\). The identity needs only \(N\kappa+k\neq0\); the signs of the stiffnesses play no part yet. In the proof, `e1` and `e2` expand the shifted quantities, `hS'` isolates the sum over the host bonds, and the rest is algebra.

```lean
/-- For a bond star and `Nκ + k ≠ 0` the energy is a constant plus a transverse and a longitudinal
quadratic term in the displacement measured from `Nκ/(Nκ + k) d n₀`. -/
theorem bondEnergy_eq (h : IsBondStar n) {κ k : ℝ} (hD : (N : ℝ) * κ + k ≠ 0) (d : ℝ)
    (u : EuclideanSpace ℝ (Fin N)) :
    bondEnergy κ k d n u = k * κ * d ^ 2 / (2 * (N * κ + k))
      + k * (N + 1) / (2 * N) * (‖u - (relaxedFraction N κ k * d) • n 0‖ ^ 2
          - (inner ℝ (u - (relaxedFraction N κ k * d) • n 0) (n 0)) ^ 2)
      + (N * κ + k) / (2 * N)
          * (inner ℝ (u - (relaxedFraction N κ k * d) • n 0) (n 0)) ^ 2 := by
  have hN := dim_ne_zero h
  have e1 : ∀ x : ℝ, ‖u - x • n 0‖ ^ 2 = ‖u‖ ^ 2 - 2 * (x * inner ℝ u (n 0)) + x ^ 2 := by
    intro x
    rw [norm_sub_sq_real, real_inner_smul_right, norm_smul, h.1, mul_one,
      Real.norm_eq_abs, sq_abs]
  have e2 : ∀ x : ℝ, inner ℝ (u - x • n 0) (n 0) = inner ℝ u (n 0) - x := by
    intro x
    rw [inner_sub_left, real_inner_smul_left, real_inner_self_eq_norm_sq, h.1]
    ring
  have hS := sum_sq_projections h u
  rw [Fin.sum_univ_succ] at hS
  have hS' : ∑ j : Fin N, (inner ℝ u (n j.succ)) ^ 2
      = (((N : ℝ) + 1) * ‖u‖ ^ 2 - N * (inner ℝ u (n 0)) ^ 2) / N := by
    rw [eq_div_iff hN]
    linarith
  rw [bondEnergy, hS', e1, e2, relaxedFraction]
  -- name the sum `Nκ + k`, so that the denominator is a single variable
  obtain ⟨D, hDk⟩ : ∃ D : ℝ, D = (N : ℝ) * κ + k := ⟨_, rfl⟩
  rw [← hDk] at hD ⊢
  have hk : k = D - (N : ℝ) * κ := by linarith
  rw [hk]
  field_simp
  ring
```

Positive stiffnesses turn the identity into a minimum. The theorem gives the energy at the relaxed position and says that every other displacement has a strictly higher one. For \(v\neq0\) the proof distinguishes two cases. If \(\langle v,n_0\rangle=0\), the transverse term is a positive multiple of \(\|v\|^2\). Otherwise the longitudinal term is positive, and the Cauchy–Schwarz inequality keeps the transverse term from being negative.

```lean
/-- For a bond star with positive stiffnesses the displacement `Nκ/(Nκ + k) d n₀` has energy
`kκd²/(2(Nκ + k))`, and every other displacement has a higher energy. -/
theorem relaxed_unique_minimiser (h : IsBondStar n) {κ k : ℝ} (hκ : 0 < κ) (hk : 0 < k)
    (d : ℝ) :
    bondEnergy κ k d n ((relaxedFraction N κ k * d) • n 0)
        = k * κ * d ^ 2 / (2 * (N * κ + k)) ∧
      ∀ u, u ≠ (relaxedFraction N κ k * d) • n 0 →
        bondEnergy κ k d n ((relaxedFraction N κ k * d) • n 0) < bondEnergy κ k d n u := by
  have hN : (0 : ℝ) < N := lt_of_le_of_ne (Nat.cast_nonneg N) (dim_ne_zero h).symm
  have hD : 0 < (N : ℝ) * κ + k := by positivity
  have hmin : bondEnergy κ k d n ((relaxedFraction N κ k * d) • n 0)
      = k * κ * d ^ 2 / (2 * (N * κ + k)) := by
    rw [bondEnergy_eq h hD.ne', sub_self, norm_zero, inner_zero_left]
    ring
  refine ⟨hmin, fun u hu => ?_⟩
  rw [hmin, bondEnergy_eq h hD.ne' d u]
  have hv : 0 < ‖u - (relaxedFraction N κ k * d) • n 0‖ := norm_pos_iff.mpr (sub_ne_zero.mpr hu)
  generalize u - (relaxedFraction N κ k * d) • n 0 = v at hv ⊢
  have hb := abs_real_inner_le_norm v (n 0)
  rw [h.1, mul_one] at hb
  have hb2 := pow_le_pow_left₀ (abs_nonneg _) hb 2
  rw [sq_abs] at hb2
  have hA : 0 < k * ((N : ℝ) + 1) / (2 * N) := by positivity
  have hB : 0 < ((N : ℝ) * κ + k) / (2 * N) := by positivity
  -- either the excess displacement is purely transverse, or the longitudinal term is positive
  rcases eq_or_lt_of_le (sq_nonneg (inner ℝ v (n 0) : ℝ)) with h0 | h0
  · rw [← h0]
    have := mul_pos hA (pow_pos hv 2)
    linarith
  · have h1 := mul_nonneg hA.le (sub_nonneg.mpr hb2)
    have h2 := mul_pos hB h0
    linarith
```

## Four tetrahedral bonds

The diamond case is stated directly for four unit vectors in \(\mathbb{R}^3\) with pairwise inner products \(-1/3\) and one stiffness \(k>0\) for all bonds. The first part of the conclusion says that the component of the displacement along the impurity bond is \(\tfrac34d\); the second says that this displacement is the unique minimiser. The proof checks that the vectors form a bond star, evaluates \(3k/(3k+k)=3/4\) and applies the general theorem.

```lean
/-- Tetrahedral bonds of equal stiffness `k > 0`: the energy has the unique minimiser
`(3/4) d n₀`, whose component along the impurity bond is three quarters of the mismatch `d`. -/
theorem tetrahedral_three_quarters (n : Fin 4 → EuclideanSpace ℝ (Fin 3))
    (h1 : ∀ i, ‖n i‖ = 1) (h2 : ∀ i j, i ≠ j → inner ℝ (n i) (n j) = -1 / 3)
    {k : ℝ} (hk : 0 < k) (d : ℝ) :
    inner ℝ ((3 / 4 * d) • n 0) (n 0) = 3 / 4 * d ∧
      ∀ u, u ≠ (3 / 4 * d) • n 0 →
        bondEnergy (N := 3) k k d n ((3 / 4 * d) • n 0) < bondEnergy (N := 3) k k d n u := by
  have h : IsBondStar (N := 3) n := ⟨h1, fun i j hij => by rw [h2 i j hij]; norm_num⟩
  have hf : relaxedFraction 3 k k = 3 / 4 := by
    have hD : (3 : ℝ) * k + k ≠ 0 := by positivity
    rw [relaxedFraction, Nat.cast_ofNat, div_eq_iff hD]
    ring
  refine ⟨?_, ?_⟩
  · rw [real_inner_smul_left, real_inner_self_eq_norm_sq, h1]
    ring
  · have hm := (relaxed_unique_minimiser h hk hk d).2
    rw [hf] at hm
    exact hm
```

Such directions exist: they point from the centre of a cube to four alternate corners. The vectors in `corner` have length \(\sqrt3\) and pairwise inner products \(-1\).

```lean
/-- Four alternate corners of a cube centred at the origin. -/
def corner (i : Fin 4) : EuclideanSpace ℝ (Fin 3) :=
  WithLp.toLp 2 (![![1, 1, 1], ![1, -1, -1], ![-1, 1, -1], ![-1, -1, 1]] i)
```

Dividing by \(\sqrt3\) gives \((1,1,1)/\sqrt3\), \((1,-1,-1)/\sqrt3\), \((-1,1,-1)/\sqrt3\) and \((-1,-1,1)/\sqrt3\), which are unit vectors with pairwise inner products \(-1/3\). The proof computes all sixteen inner products of the corners and rescales them.

```lean
/-- The directions from the centre of a cube to four alternate corners form a bond star. -/
theorem isBondStar_witness : IsBondStar (N := 3) (fun i => (√3)⁻¹ • corner i) := by
  have hs : (√3)⁻¹ * (√3)⁻¹ = (1 / 3 : ℝ) := by
    rw [← mul_inv, Real.mul_self_sqrt (by norm_num)]
    norm_num
  have hc : ∀ i j, inner ℝ (corner i) (corner j) = if i = j then (3 : ℝ) else -1 := by
    intro i j
    simp only [PiLp.inner_apply, Fin.sum_univ_three]
    fin_cases i <;> fin_cases j <;> simp [corner] <;> norm_num
  have hi : ∀ i j, inner ℝ ((√3)⁻¹ • corner i) ((√3)⁻¹ • corner j)
      = 1 / 3 * (if i = j then (3 : ℝ) else -1) := by
    intro i j
    rw [real_inner_smul_left, real_inner_smul_right, ← mul_assoc, hs, hc]
  refine ⟨fun i => ?_, fun i j hij => ?_⟩
  · have hq : ‖(√3)⁻¹ • corner i‖ ^ 2 = 1 := by
      rw [← real_inner_self_eq_norm_sq, hi, if_pos rfl]
      norm_num
    exact (pow_eq_one_iff_of_nonneg (norm_nonneg _) two_ne_zero).mp hq
  · rw [hi, if_neg hij]
    norm_num

end

end ImpurityBondRelaxation
```

```lean
#print axioms ImpurityBondRelaxation.tetrahedral_three_quarters
-- 'ImpurityBondRelaxation.tetrahedral_three_quarters' depends on axioms: [propext, Classical.choice, Quot.sound]
```
